# Minimiser, gradient and error of the quadratic shadow energy in extended Lagrangian dynamics

The shadow energy of a quadratic charge model is relaxed here at a fixed auxiliary vector, with no constraint on the total charge. If the hardness is a symmetric, positive definite bounded operator with a bounded inverse, the relaxed charges are the only solution of a linear equation and the unique minimiser of the shadow energy.

```lean
import Mathlib

open scoped InnerProductSpace Topology
open Matrix

namespace ShadowEnergy

noncomputable section

variable {E : Type*} [NormedAddCommGroup E] [InnerProductSpace ℝ E]

/-- The shadow energy `S(r,n) = ⟨r,Dr⟩/2 + ⟨r,Gn⟩ - ⟨n,Gn⟩/2 - ⟨b,r⟩` of a relaxed
variable `r` and an auxiliary dynamical variable `n`. -/
def shadowEnergy (D : E ≃L[ℝ] E) (G : E →L[ℝ] E) (b r n : E) : ℝ :=
  1 / 2 * ⟪r, D r⟫_ℝ + ⟪r, G n⟫_ℝ - 1 / 2 * ⟪n, G n⟫_ℝ - ⟪b, r⟫_ℝ

/-- The exact energy `⟨q,(D+G)q⟩/2 - ⟨b,q⟩`. -/
def exactEnergy (D : E ≃L[ℝ] E) (G : E →L[ℝ] E) (b q : E) : ℝ :=
  1 / 2 * ⟪q, D q + G q⟫_ℝ - ⟪b, q⟫_ℝ

/-- The relaxed variable `r(n) = D⁻¹(b - Gn)`. -/
def relaxed (D : E ≃L[ℝ] E) (G : E →L[ℝ] E) (b n : E) : E :=
  D.symm (b - G n)

/-- The relaxed variable solves the linear equation `D r(n) = b - Gn`. -/
theorem apply_relaxed (D : E ≃L[ℝ] E) (G : E →L[ℝ] E) (b n : E) :
    D (relaxed D G b n) = b - G n := by
  simp [relaxed]

/-- For symmetric `D`, the shadow energy at any `r` is its value at `r(n)` plus half the
quadratic form of `D` in the displacement `r - r(n)`. -/
theorem shadowEnergy_complete_square (D : E ≃L[ℝ] E) (G : E →L[ℝ] E) (b : E)
    (hD : ∀ x y, ⟪D x, y⟫_ℝ = ⟪x, D y⟫_ℝ) (r n : E) :
    shadowEnergy D G b r n = shadowEnergy D G b (relaxed D G b n) n
      + 1 / 2 * ⟪r - relaxed D G b n, D (r - relaxed D G b n)⟫_ℝ := by
  have hs := apply_relaxed D G b n
  generalize relaxed D G b n = s at hs ⊢
  -- symmetry of D moves it onto the relaxed variable
  have h1 : ⟪s, D r⟫_ℝ = ⟪b, r⟫_ℝ - ⟪G n, r⟫_ℝ := by
    rw [← hD, hs, inner_sub_left]
  have h2 := real_inner_comm r b
  have h3 := real_inner_comm r (G n)
  have h4 := real_inner_comm s b
  simp only [shadowEnergy, map_sub, hs, inner_sub_left, inner_sub_right]
  linarith

/-- For symmetric positive definite `D`, the relaxed variable `r(n)` is the unique
minimiser of the shadow energy at fixed `n`. -/
theorem relaxed_minimises (D : E ≃L[ℝ] E) (G : E →L[ℝ] E) (b : E)
    (hD : ∀ x y, ⟪D x, y⟫_ℝ = ⟪x, D y⟫_ℝ) (hpos : ∀ x, x ≠ 0 → 0 < ⟪x, D x⟫_ℝ)
    (n r : E) (hr : r ≠ relaxed D G b n) :
    shadowEnergy D G b (relaxed D G b n) n < shadowEnergy D G b r n := by
  have h := hpos _ (sub_ne_zero.mpr hr)
  rw [shadowEnergy_complete_square D G b hD r n]
  linarith

/-- For symmetric `D` and `G`, the relaxed shadow energy after a displacement `v` of the
auxiliary variable is an exact quadratic polynomial in `v`. -/
theorem relaxed_energy_expansion (D : E ≃L[ℝ] E) (G : E →L[ℝ] E) (b : E)
    (hD : ∀ x y, ⟪D x, y⟫_ℝ = ⟪x, D y⟫_ℝ) (hG : ∀ x y, ⟪G x, y⟫_ℝ = ⟪x, G y⟫_ℝ)
    (n v : E) :
    shadowEnergy D G b (relaxed D G b (n + v)) (n + v) =
      shadowEnergy D G b (relaxed D G b n) n + ⟪G (relaxed D G b n - n), v⟫_ℝ
        - 1 / 2 * (⟪v, G v⟫_ℝ + ⟪G v, D.symm (G v)⟫_ℝ) := by
  -- the relaxed variable responds linearly to the displacement
  have hshift : relaxed D G b (n + v) = relaxed D G b n - D.symm (G v) := by
    simp only [relaxed, map_add, map_sub]
    abel
  have hw : D (D.symm (G v)) = G v := D.apply_symm_apply _
  have hs := apply_relaxed D G b n
  rw [hshift]
  generalize relaxed D G b n = s at hs ⊢
  generalize D.symm (G v) = w at hw ⊢
  have h1 : ⟪w, b⟫_ℝ - ⟪w, G n⟫_ℝ = ⟪s, G v⟫_ℝ := by
    rw [← inner_sub_right, ← hs, ← hD, hw, real_inner_comm]
  have h2 := hG s v
  have h3 := hG n v
  have h4 := real_inner_comm w b
  have h5 := real_inner_comm v (G n)
  have h6 := real_inner_comm w (G v)
  simp only [shadowEnergy, map_sub, map_add, hs, hw, inner_sub_left, inner_sub_right,
    inner_add_left, inner_add_right]
  linarith

/-- For symmetric `D` and `G` on a complete space, the gradient of the relaxed shadow energy
`n ↦ S(r(n),n)` is `G(r(n) - n)`. -/
theorem hasGradientAt_relaxed_energy [CompleteSpace E] (D : E ≃L[ℝ] E) (G : E →L[ℝ] E)
    (b : E) (hD : ∀ x y, ⟪D x, y⟫_ℝ = ⟪x, D y⟫_ℝ)
    (hG : ∀ x y, ⟪G x, y⟫_ℝ = ⟪x, G y⟫_ℝ) (n : E) :
    HasGradientAt (fun m => shadowEnergy D G b (relaxed D G b m) m)
      (G (relaxed D G b n - n)) n := by
  rw [hasGradientAt_iff_isLittleO_nhds_zero]
  let K : E →L[ℝ] E := (D.symm : E →L[ℝ] E).comp G
  -- the remainder is of second order in the displacement
  refine Asymptotics.IsBigO.trans_isLittleO (g := fun v : E => ‖v‖ ^ 2) ?_
    (Asymptotics.isLittleO_norm_pow_id one_lt_two)
  refine Asymptotics.IsBigO.of_bound (‖G‖ + ‖G‖ * ‖K‖) (Filter.Eventually.of_forall ?_)
  intro v
  have hGv := G.le_opNorm v
  have hKv : ‖D.symm (G v)‖ ≤ ‖K‖ * ‖v‖ := K.le_opNorm v
  have h1 : |⟪v, G v⟫_ℝ| ≤ ‖G‖ * ‖v‖ ^ 2 :=
    calc |⟪v, G v⟫_ℝ| ≤ ‖v‖ * ‖G v‖ := abs_real_inner_le_norm _ _
      _ ≤ ‖v‖ * (‖G‖ * ‖v‖) := by gcongr
      _ = ‖G‖ * ‖v‖ ^ 2 := by ring
  have h2 : |⟪G v, D.symm (G v)⟫_ℝ| ≤ ‖G‖ * ‖K‖ * ‖v‖ ^ 2 :=
    calc |⟪G v, D.symm (G v)⟫_ℝ| ≤ ‖G v‖ * ‖D.symm (G v)‖ := abs_real_inner_le_norm _ _
      _ ≤ (‖G‖ * ‖v‖) * (‖K‖ * ‖v‖) := by gcongr
      _ = ‖G‖ * ‖K‖ * ‖v‖ ^ 2 := by ring
  rw [relaxed_energy_expansion D G b hD hG n v, Real.norm_eq_abs, Real.norm_eq_abs,
    abs_of_nonneg (sq_nonneg ‖v‖)]
  rw [abs_le] at h1 h2 ⊢
  constructor <;> linarith [h1.1, h1.2, h2.1, h2.2]

/-- The relaxed and auxiliary variables coincide exactly when `n` solves the full linear
equation `(D + G)n = b`. -/
theorem relaxed_eq_self_iff (D : E ≃L[ℝ] E) (G : E →L[ℝ] E) (b n : E) :
    relaxed D G b n = n ↔ D n + G n = b := by
  rw [← D.injective.eq_iff, apply_relaxed, sub_eq_iff_eq_add, eq_comm]

/-- For symmetric `D` and `G` and a solution `q` of `(D + G)q = b`, the relaxed shadow
energy at `n` differs from the exact energy at `q` by a quadratic form in `n - q`. -/
theorem shadow_energy_error (D : E ≃L[ℝ] E) (G : E →L[ℝ] E) (b : E)
    (hD : ∀ x y, ⟪D x, y⟫_ℝ = ⟪x, D y⟫_ℝ) (hG : ∀ x y, ⟪G x, y⟫_ℝ = ⟪x, G y⟫_ℝ)
    (q n : E) (hq : D q + G q = b) :
    shadowEnergy D G b (relaxed D G b n) n = exactEnergy D G b q
      - 1 / 2 * (⟪n - q, G (n - q)⟫_ℝ + ⟪G (n - q), D.symm (G (n - q))⟫_ℝ) := by
  -- at r = n = q the shadow energy is the exact energy
  have hdiag : shadowEnergy D G b q q = exactEnergy D G b q := by
    simp only [shadowEnergy, exactEnergy, inner_add_right]
    ring
  have h := relaxed_energy_expansion D G b hD hG q (n - q)
  rw [add_sub_cancel, (relaxed_eq_self_iff D G b q).2 hq, sub_self, map_zero,
    inner_zero_left, add_zero, hdiag] at h
  exact h

/-- Every positive definite real matrix `A` acts on Euclidean space as an invertible,
symmetric and positive definite operator `D`. -/
theorem posDef_matrix_witness {ι : Type*} [Fintype ι] [DecidableEq ι]
    (A : Matrix ι ι ℝ) (hA : A.PosDef) :
    ∃ D : EuclideanSpace ℝ ι ≃L[ℝ] EuclideanSpace ℝ ι,
      (∀ x, D x = WithLp.toLp 2 (A *ᵥ x.ofLp)) ∧
      (∀ x y, ⟪D x, y⟫_ℝ = ⟪x, D y⟫_ℝ) ∧ (∀ x, x ≠ 0 → 0 < ⟪x, D x⟫_ℝ) := by
  let L : EuclideanSpace ℝ ι →ₗ[ℝ] EuclideanSpace ℝ ι :=
    { toFun := fun x => WithLp.toLp 2 (A *ᵥ x.ofLp)
      map_add' := fun x y => by simp [Matrix.mulVec_add]
      map_smul' := fun c x => by simp [Matrix.mulVec_smul] }
  have hT : Aᵀ = A := by
    rw [← Matrix.conjTranspose_eq_transpose_of_trivial]
    exact hA.isHermitian
  have hpos : ∀ x, x ≠ 0 → 0 < ⟪x, L x⟫_ℝ := by
    intro x hx
    have hx' : x.ofLp ≠ 0 := fun h => hx (by ext i; exact congrFun h i)
    have h := hA.dotProduct_mulVec_pos hx'
    rw [EuclideanSpace.inner_eq_star_dotProduct, dotProduct_comm]
    exact h
  -- positivity excludes a kernel, so the operator is invertible
  have hinj : Function.Injective L := by
    rw [injective_iff_map_eq_zero]
    intro x hx
    by_contra hne
    have h := hpos x hne
    rw [hx, inner_zero_right] at h
    exact lt_irrefl _ h
  refine ⟨(LinearEquiv.ofInjectiveEndo L hinj).toContinuousLinearEquiv,
    fun x => rfl, fun x y => ?_, hpos⟩
  change ⟪L x, y⟫_ℝ = ⟪x, L y⟫_ℝ
  rw [EuclideanSpace.inner_eq_star_dotProduct, EuclideanSpace.inner_eq_star_dotProduct,
    star_trivial, star_trivial]
  change y.ofLp ⬝ᵥ (A *ᵥ x.ofLp) = (A *ᵥ y.ofLp) ⬝ᵥ x.ofLp
  rw [Matrix.dotProduct_mulVec, ← Matrix.mulVec_transpose, hT]

end

end ShadowEnergy
```

## Charges, hardness and coupling

Take a model in which the charges of a molecular system form a vector $q$ in a real inner product space $E$. The operator $D$ is the hardness, the cost of putting charge on the sites. The operator $G$ is the coupling between the charges, for instance their Coulomb interaction, and the vector $b$ is the linear drive, such as the negative of the electronegativities. The exact energy is

$$E_{\rm ex}(q)=\tfrac12\langle q,(D+G)q\rangle-\langle b,q\rangle ,$$

and for symmetric $D$ and $G$ its stationary points solve $(D+G)q=b$.

In the shadow-energy form of extended Lagrangian dynamics, an auxiliary vector $n$ is propagated as a dynamical variable beside the nuclei. The coupling energy $\tfrac12\langle r,Gr\rangle$ of the charges $r$ is replaced by its linearisation about $n$, which for symmetric $G$ is $\langle r,Gn\rangle-\tfrac12\langle n,Gn\rangle$. This gives the shadow energy

$$S(r,n)=\tfrac12\langle r,Dr\rangle+\langle r,Gn\rangle-\tfrac12\langle n,Gn\rangle-\langle b,r\rangle .$$

For symmetric $D$, relaxing $r$ at fixed $n$ now means solving $Dr=b-Gn$, in which $G$ acts only on the known vector $n$. If $D$ is diagonal, that takes one division per site once $Gn$ has been computed.

In the file, `shadowEnergy`, `exactEnergy` and `relaxed` are $S$, $E_{\rm ex}$ and $r(n)=D^{-1}(b-Gn)$. The type `E ≃L[ℝ] E` says that $D$ is linear and continuous with a continuous inverse `D.symm`, while `G : E →L[ℝ] E` is only bounded and linear. Symmetry enters through the hypotheses `hD` and `hG`, and positive definiteness of $D$ through `hpos`.

## What the theorems say

- `relaxed_minimises`: if $D$ is symmetric and positive definite, every $r\neq r(n)$ has a strictly larger shadow energy than $r(n)$. The excess is given exactly by `shadowEnergy_complete_square`.
- `hasGradientAt_relaxed_energy`: if $D$ and $G$ are symmetric and $E$ is complete, the function $n\mapsto S(r(n),n)$ has the gradient $G(r(n)-n)$. This is the total derivative, with the response of $r(n)$ included.
- `relaxed_eq_self_iff`: $r(n)=n$ holds exactly when $Dn+Gn=b$. No symmetry or positivity is needed.
- `shadow_energy_error`: if $D$ and $G$ are symmetric and $q$ solves $Dq+Gq=b$, the relaxed shadow energy at $n$ differs from $E_{\rm ex}(q)$ by an explicit quadratic form in $n-q$.
- `posDef_matrix_witness`: every positive definite real matrix, of any finite size, acts as an admissible $D$.

For this quadratic model at fixed nuclei, an auxiliary vector that stays close to the exact charges therefore causes an energy error of only second order in the distance.

The coupling $G$ need not be positive, so $q$ may be a stationary point of the exact energy without being its minimum. The existence of $q$ is a hypothesis, since $D+G$ may be singular. If $G$ is singular, the gradient can also vanish where $r(n)\neq n$. The model has no constraint on the total charge, no dependence of $D$, $G$ and $b$ on the nuclear positions, and no equation of motion or time step for $n$.

## Completing the square in the charges

Write $s=r(n)$, so that $Ds=b-Gn$. Collecting the terms linear in $r$ gives

$$S(r,n)=\tfrac12\langle r,Dr\rangle-\langle r,Ds\rangle-\tfrac12\langle n,Gn\rangle .$$

Since $D$ is symmetric, $\tfrac12\langle r-s,D(r-s)\rangle=\tfrac12\langle r,Dr\rangle-\langle r,Ds\rangle+\tfrac12\langle s,Ds\rangle$. Hence

$$S(r,n)=\tfrac12\langle r-s,D(r-s)\rangle-\tfrac12\langle s,Ds\rangle-\tfrac12\langle n,Gn\rangle .$$

At $r=s$ the first term vanishes, so the other two are $S(s,n)$. The first term is the excess energy, and it is positive for $r\neq s$ when $D$ is positive definite.

In Lean, `apply_relaxed` supplies $Ds=b-Gn$. The proof of `shadowEnergy_complete_square` then replaces $r(n)$ by a plain variable `s` that is known only through this equation. Its step `h1` uses the symmetry of $D$ to evaluate $\langle s,Dr\rangle$, `simp only` expands the inner products, and `linarith` adds up the terms. The strict inequality of `relaxed_minimises` follows by applying `hpos` to $r-s$.

## Displacing the auxiliary variable

Let $n$ change to $n+v$ and put $w=D^{-1}Gv$. Then $r(n+v)=s-w$ and $Dw=Gv$. Inserting this into the formula for the relaxed value $S(s,n)$ found above gives

$$S(r(n+v),n+v)=-\tfrac12\langle s-w,D(s-w)\rangle-\tfrac12\langle n+v,G(n+v)\rangle .$$

By the symmetry of $D$ and $G$, the terms of first order in $v$ are

$$\langle s,Dw\rangle-\langle n,Gv\rangle=\langle s-n,Gv\rangle=\langle G(s-n),v\rangle ,$$

and those of second order are

$$-\tfrac12\langle w,Dw\rangle-\tfrac12\langle v,Gv\rangle=-\tfrac12\big(\langle Gv,D^{-1}Gv\rangle+\langle v,Gv\rangle\big).$$

There are no higher terms. This is `relaxed_energy_expansion`. The Lean proof expands $S$ from its definition instead of using that formula. Its `hshift` is the response $r(n+v)=s-w$, and its `h1` is the identity $\langle w,b-Gn\rangle=\langle w,Ds\rangle=\langle s,Gv\rangle$, which carries the symmetry of $D$.

For $G(s-n)$ to be the gradient, the second-order part must vanish faster than $\lVert v\rVert$. With $K=D^{-1}G$, the Cauchy–Schwarz inequality and the operator norms give

$$|\langle v,Gv\rangle|\le\lVert G\rVert\,\lVert v\rVert^2,\qquad |\langle Gv,D^{-1}Gv\rangle|\le\lVert G\rVert\,\lVert K\rVert\,\lVert v\rVert^2 .$$

The remainder is thus at most a constant times $\lVert v\rVert^2$. These two bounds are `h1` and `h2` in `hasGradientAt_relaxed_energy`, which uses the constant $\lVert G\rVert+\lVert G\rVert\lVert K\rVert$ and does not keep the factor $\tfrac12$.

## The fixed point and the energy error

Because $D$ is injective, $r(n)=n$ is equivalent to $D\,r(n)=Dn$, that is, to $b-Gn=Dn$. The proof of `relaxed_eq_self_iff` rewrites the equation in the same order.

Now let $Dq+Gq=b$, so that $r(q)=q$. At $r=n=q$ the coupling terms of $S$ combine to $\langle q,Gq\rangle-\tfrac12\langle q,Gq\rangle=\tfrac12\langle q,Gq\rangle$, and therefore $S(q,q)=E_{\rm ex}(q)$; this is `hdiag` in the file. Use the expansion with $q$ as the starting point and $v=n-q$ as the displacement. Its linear term is $\langle G(r(q)-q),v\rangle=0$, which leaves

$$S(r(n),n)=E_{\rm ex}(q)-\tfrac12\big(\langle v,Gv\rangle+\langle Gv,D^{-1}Gv\rangle\big),\qquad v=n-q .$$

## Positive definite matrices as hardness

For a positive definite real matrix $A$, let $D$ be the map $x\mapsto Ax$ on Euclidean space. Mathlib's `PosDef` includes the symmetry of $A$, which gives $\langle Ax,y\rangle=\langle x,Ay\rangle$. If $Ax=0$ with $x\neq0$, then $\langle x,Ax\rangle$ would be both zero and positive, so the map is injective. In finite dimension an injective linear map of a space into itself is invertible, and both it and its inverse are continuous. The proof builds $D$ in this way with `LinearEquiv.ofInjectiveEndo`. In infinite dimension positive definiteness alone does not ensure a bounded inverse, and there the invertibility of $D$ is a real assumption.

```lean
#print axioms ShadowEnergy.relaxed_minimises
#print axioms ShadowEnergy.hasGradientAt_relaxed_energy
#print axioms ShadowEnergy.shadow_energy_error
```

```
'ShadowEnergy.relaxed_minimises' depends on axioms: [propext, Classical.choice, Quot.sound]
'ShadowEnergy.hasGradientAt_relaxed_energy' depends on axioms: [propext, Classical.choice, Quot.sound]
'ShadowEnergy.shadow_energy_error' depends on axioms: [propext, Classical.choice, Quot.sound]
```
